# Density fitting in a second metric cannot lower the Coulomb-norm error below that of the Coulomb fit in the same auxiliary space

Let $V$ (Coulomb) and $M$ (a local metric) be positive definite real $n\times n$ matrices, let $S\subseteq\mathbb R^n$ be a subspace, and write $\lVert x\rVert_A^2 = x^{\mathsf T}Ax$ for a metric $A$. If $f_V$ and $f_M$ are the elements of $S$ closest to a vector $f$ in the $V$-norm and in the $M$-norm, then
$$\lVert f-f_M\rVert_V^2=\lVert f-f_V\rVert_V^2+\lVert f_V-f_M\rVert_V^2 .$$
Measured in the Coulomb norm and within the same $S$, the $M$-fit is therefore never better than the $V$-fit. The errors are equal only if the fits coincide, and each fit equals $f$ exactly when $f\in S$. In low-scaling $GW$ schemes that fit orbital pair densities in a short-ranged metric to obtain sparse tensors, the last term is the increase of the squared Coulomb-norm error for one real pair density in a finite basis; nothing is concluded about quasiparticle energies.

## Densities, metrics and fits

A pair density $\phi_i(\mathbf r)\phi_j(\mathbf r)$ of two real orbitals is taken to be expanded exactly in a finite set of real functions $\chi_a$, and $f$ is its coefficient vector. In Lean `n` is the finite type of labels $a$, so a density has type `n → ℝ`, and `k` labels the auxiliary functions.

```lean
import Mathlib

open Matrix

namespace LocalMetricDensityFitting

noncomputable section

variable {n k : Type*} [Fintype n] [Fintype k]
```

The Coulomb matrix stands for $V_{ab}=\iint \chi_a(\mathbf r)\chi_b(\mathbf r')\,|\mathbf r-\mathbf r'|^{-1}\,d\mathbf r\,d\mathbf r'$, and $M$ for the same expression with a short-ranged kernel, or for the overlap matrix. These integrals do not enter the formal statements, which take any matrix $A$ and define $\langle x,y\rangle_A=x^{\mathsf T}Ay$.

```lean
/-- The inner product `xᵀ A y` of two densities in the metric `A`. -/
def metricInner (A : Matrix n n ℝ) (x y : n → ℝ) : ℝ := x ⬝ᵥ A *ᵥ y
```

The squared norm is $\lVert x\rVert_A^2=\langle x,x\rangle_A$. For $A=V$ it is twice the electrostatic self-energy of the density $x$, in atomic units.

```lean
/-- The squared norm `xᵀ A x` of a density in the metric `A`. -/
def metricNormSq (A : Matrix n n ℝ) (x : n → ℝ) : ℝ := metricInner A x x
```

A best fit is defined by minimisation: $g\in S$, and $\lVert f-g\rVert_A^2\le\lVert f-h\rVert_A^2$ for every $h\in S$. The auxiliary space is an arbitrary `Submodule`.

```lean
/-- `g` is a best fit of the pair density `f` in the auxiliary subspace `S` for the metric `A`:
it lies in `S` and minimises the squared `A`-norm of the residual over `S`. -/
def IsBestFit (A : Matrix n n ℝ) (S : Submodule ℝ (n → ℝ)) (f g : n → ℝ) : Prop :=
  g ∈ S ∧ ∀ h ∈ S, metricNormSq A (f - g) ≤ metricNormSq A (f - h)
```

If the columns of an $n\times k$ matrix $B$ hold the coefficients of the auxiliary functions, the resolution-of-the-identity (RI) fit is $B\,(B^{\mathsf T}AB)^{-1}B^{\mathsf T}Af$.

```lean
/-- The resolution-of-the-identity fit `B (Bᵀ A B)⁻¹ Bᵀ A f`, where the columns of `B` are the
auxiliary functions. -/
def riFit [DecidableEq k] (A : Matrix n n ℝ) (B : Matrix n k ℝ) (f : n → ℝ) : n → ℝ :=
  B *ᵥ ((Bᵀ * A * B)⁻¹ *ᵥ (Bᵀ *ᵥ (A *ᵥ f)))
```

A $2\times2$ matrix with off-diagonal coupling serves later as a model of $V$.

```lean
/-- A two-dimensional model Coulomb metric with off-diagonal coupling. -/
def toyCoulomb : Matrix (Fin 2) (Fin 2) ℝ := !![2, 1; 1, 2]
```

## The residual is orthogonal to the auxiliary space

For symmetric $A$ and real $t$, the two cross terms $t\,x^{\mathsf T}Ay$ and $t\,y^{\mathsf T}Ax$ are equal, so
$$\lVert x+ty\rVert_A^2=\lVert x\rVert_A^2+2t\langle y,x\rangle_A+t^2\lVert y\rVert_A^2 .$$
For a real matrix `A.IsHermitian` means $A^{\mathsf T}=A$ (`hT`); `hs` equates the cross terms and `ring` collects them.

```lean
/-- In a symmetric metric, `‖x + t y‖² = ‖x‖² + 2 t ⟨y, x⟩ + t² ‖y‖²`. -/
theorem normSq_add_smul {A : Matrix n n ℝ} (hA : A.IsHermitian) (x y : n → ℝ) (t : ℝ) :
    metricNormSq A (x + t • y)
      = metricNormSq A x + 2 * t * metricInner A y x + t ^ 2 * metricNormSq A y := by
  have hT : Aᵀ = A := by
    have h := hA.eq
    rwa [conjTranspose_eq_transpose_of_trivial] at h
  have hs : x ⬝ᵥ A *ᵥ y = y ⬝ᵥ A *ᵥ x := by
    rw [dotProduct_mulVec, ← mulVec_transpose, hT, dotProduct_comm]
  simp only [metricNormSq, metricInner, mulVec_add, mulVec_smul, add_dotProduct,
    dotProduct_add, smul_dotProduct, dotProduct_smul, smul_eq_mul, hs]
  ring
```

The hypothesis `A.PosDef` comprises symmetry and $\lVert x\rVert_A^2>0$ for $x\neq0$. For $V$ it expresses that a nonzero charge distribution has positive self-energy and that the $\chi_a$ are linearly independent; it is assumed for both metrics and not derived from a kernel.

```lean
/-- A nonzero density has strictly positive squared norm in a positive definite metric. -/
theorem normSq_pos {A : Matrix n n ℝ} (hA : A.PosDef) {x : n → ℝ} (hx : x ≠ 0) :
    0 < metricNormSq A x := by
  simpa [metricNormSq, metricInner] using hA.dotProduct_mulVec_pos hx
```

Let $g$ be a best fit with residual $r=f-g$, take $s\in S$ nonzero, and put $a=\langle s,r\rangle_A$ and $b=\lVert s\rVert_A^2>0$. The competitor $g-ts$ lies in $S$ and has residual $r+ts$, so minimality gives $0\le 2ta+t^2b$ for all $t$ (`hvar`). At $t=-a/b$ the right side equals $-a^2/b$ (`key`), which is negative unless $a=0$. For $s=0$ orthogonality is immediate. Conversely, suppose $g\in S$ and $r$ is $A$-orthogonal to $S$. For $h\in S$ write $f-h=r+(g-h)$ with $g-h\in S$; the cross term vanishes and $\lVert f-h\rVert_A^2=\lVert r\rVert_A^2+\lVert g-h\rVert_A^2\ge\lVert r\rVert_A^2$, where `hnn` supplies the sign of the last term.

```lean
/-- Normal equations: `g` is a best fit of `f` exactly when it lies in `S` and the residual
`f - g` is orthogonal to `S` in the fitting metric. -/
theorem isBestFit_iff_orthogonal {A : Matrix n n ℝ} (hA : A.PosDef)
    (S : Submodule ℝ (n → ℝ)) (f g : n → ℝ) :
    IsBestFit A S f g ↔ g ∈ S ∧ ∀ s ∈ S, metricInner A s (f - g) = 0 := by
  constructor
  · rintro ⟨hg, hmin⟩
    refine ⟨hg, fun s hs => ?_⟩
    by_cases h0 : s = 0
    · simp [h0, metricInner]
    have hb := normSq_pos hA h0
    -- vary the fit along `s`
    have hvar : ∀ t : ℝ,
        0 ≤ 2 * t * metricInner A s (f - g) + t ^ 2 * metricNormSq A s := by
      intro t
      have h1 := hmin (g - t • s) (S.sub_mem hg (S.smul_mem t hs))
      have e : f - (g - t • s) = (f - g) + t • s := by abel
      rw [e, normSq_add_smul hA.1] at h1
      linarith
    generalize metricInner A s (f - g) = a at hvar
    generalize metricNormSq A s = b at hvar hb
    by_contra ha
    -- the optimal step would lower the squared norm of the residual by `a² / b > 0`
    have hb' : b ≠ 0 := ne_of_gt hb
    have key : 2 * (-a / b) * a + (-a / b) ^ 2 * b = -(a ^ 2 / b) := by
      field_simp
      ring
    have ha2 : 0 < a ^ 2 := lt_of_le_of_ne (sq_nonneg a) (Ne.symm (pow_ne_zero 2 ha))
    have h1 := hvar (-a / b)
    have h2 := div_pos ha2 hb
    linarith
  · rintro ⟨hg, horth⟩
    refine ⟨hg, fun h hh => ?_⟩
    have e : f - h = (f - g) + (1 : ℝ) • (g - h) := by
      rw [one_smul]; abel
    have hnn : 0 ≤ metricNormSq A (g - h) := by
      by_cases h0 : g - h = 0
      · simp [h0, metricNormSq, metricInner]
      · exact (normSq_pos hA h0).le
    rw [e, normSq_add_smul hA.1, horth _ (S.sub_mem hg hh)]
    linarith
```

## Splitting of the error and exactness

The same decomposition, kept as an equality, holds for a best fit $g$ and any $h\in S$:
$$\lVert f-h\rVert_A^2=\lVert f-g\rVert_A^2+\lVert g-h\rVert_A^2 .$$
The proof is the expansion at $t=1$ with `horth` applied to $g-h$.

```lean
/-- For any competitor `h` in `S`, the squared error splits into the squared error of the best
fit `g` and the squared distance from `g` to `h`, all in the fitting metric. -/
theorem error_pythagoras {A : Matrix n n ℝ} (hA : A.PosDef) {S : Submodule ℝ (n → ℝ)}
    {f g h : n → ℝ} (hg : IsBestFit A S f g) (hh : h ∈ S) :
    metricNormSq A (f - h) = metricNormSq A (f - g) + metricNormSq A (g - h) := by
  obtain ⟨hgS, horth⟩ := (isBestFit_iff_orthogonal hA S f g).1 hg
  have e : f - h = (f - g) + (1 : ℝ) • (g - h) := by
    rw [one_smul]; abel
  rw [e, normSq_add_smul hA.1, horth _ (S.sub_mem hgS hh)]
  ring
```

If $g=f$, then $f\in S$ because $g\in S$. If $f\in S$, then $f$ is itself a competitor with zero residual, so $\lVert f-g\rVert_A^2\le0$, which positivity allows only for $g=f$.

```lean
/-- A best fit in a positive definite metric reproduces `f` exactly iff `f` lies in the
auxiliary subspace. -/
theorem bestFit_exact_iff {A : Matrix n n ℝ} (hA : A.PosDef) {S : Submodule ℝ (n → ℝ)}
    {f g : n → ℝ} (hg : IsBestFit A S f g) : g = f ↔ f ∈ S := by
  constructor
  · intro h
    rw [← h]
    exact hg.1
  · intro hf
    by_contra hne
    have hpos := normSq_pos hA (sub_ne_zero.2 (Ne.symm hne))
    -- `f` itself is a competitor with zero residual
    have h1 := hg.2 f hf
    have h0 : metricNormSq A (f - f) = 0 := by simp [metricNormSq, metricInner]
    linarith
```

## Coulomb fit against local-metric fit

Set $A=V$, $g=f_V$ and $h=f_M$. The theorem reads: for positive definite `V` and `M`, any subspace `S`, and `fV`, `fM` best fits of `f` in their own metrics, five statements hold. They are the splitting of the error, the inequality $\lVert f-f_V\rVert_V^2\le\lVert f-f_M\rVert_V^2$, equality of the two errors if and only if $f_M=f_V$, and the equivalences $f_V=f\Leftrightarrow f\in S$ and $f_M=f\Leftrightarrow f\in S$. The first is `error_pythagoras`, and the second is the minimality of $f_V$ tested on $f_M$. For the third, equal errors force $\lVert f_V-f_M\rVert_V^2=0$, which contradicts `normSq_pos` unless the fits agree. The last two are `bestFit_exact_iff` in each metric.

```lean
/-- For positive definite `V` and `M`, with `fV` and `fM` best fits of `f` in `S` for `V` and `M`
respectively, the squared `V`-norm error of `fM` is that of `fV` plus `‖fV - fM‖²_V`, hence at least
that of `fV`, with equality iff the fits coincide. Each fit equals `f` iff `f` lies in `S`. -/
theorem local_fit_vs_coulomb_fit {V M : Matrix n n ℝ} (hV : V.PosDef) (hM : M.PosDef)
    {S : Submodule ℝ (n → ℝ)} {f fV fM : n → ℝ}
    (hfV : IsBestFit V S f fV) (hfM : IsBestFit M S f fM) :
    metricNormSq V (f - fM) = metricNormSq V (f - fV) + metricNormSq V (fV - fM) ∧
    metricNormSq V (f - fV) ≤ metricNormSq V (f - fM) ∧
    (metricNormSq V (f - fM) = metricNormSq V (f - fV) ↔ fM = fV) ∧
    (fV = f ↔ f ∈ S) ∧ (fM = f ↔ f ∈ S) := by
  have hpy := error_pythagoras hV hfV hfM.1
  refine ⟨hpy, hfV.2 fM hfM.1, ⟨fun heq => ?_, fun heq => by rw [heq]⟩,
    bestFit_exact_iff hV hfV, bestFit_exact_iff hM hfM⟩
  by_contra hne
  have hpos := normSq_pos hV (sub_ne_zero.2 (Ne.symm hne))
  linarith
```

Of the hypotheses on $M$ and $f_M$, the first three statements use only `hfM.1`, the membership $f_M\in S$; the hypothesis `hM` and the minimality of $f_M$ enter only in the fifth. Locality of $M$ is not encoded, so $M$ may be any second positive definite metric. The theorem gives no upper bound on $\lVert f_V-f_M\rVert_V^2$, and it does not compare fits taken in different subspaces, as in schemes that restrict the auxiliary functions to the atoms of each pair. Complex Bloch functions and semidefinite metrics fall outside its hypotheses.

## The RI formula solves the minimisation

The theorem above takes the fits as given. The RI formula supplies them when $S$ is the column space of $B$, written `LinearMap.range B.mulVecLin`, and the columns are linearly independent, which is `Function.Injective B.mulVec`. Let $G=B^{\mathsf T}AB$ be the Gram matrix. If $Ge=0$ for a coefficient vector $e$, then $\lVert Be\rVert_A^2=e^{\mathsf T}Ge=0$, hence $Be=0$ and $e=0$. This is `hinj`, with $e$ the difference `c - d`, and it yields `hdet`. The step matters because Mathlib's `⁻¹` returns the zero matrix for a singular argument. With $g=BG^{-1}B^{\mathsf T}Af$ and a general element $s=Bc$ of $S$,
$$\langle Bc,\,f-g\rangle_A=c^{\mathsf T}\left(B^{\mathsf T}Af-GG^{-1}B^{\mathsf T}Af\right)=0 .$$
Here `hadj` moves $B$ across the dot product and `hsolve` cancels $GG^{-1}$; orthogonality then gives the best fit.

```lean
/-- For linearly independent auxiliary functions and a positive definite metric, the
resolution-of-the-identity formula gives a best fit in the span of the auxiliary functions. -/
theorem riFit_isBestFit [DecidableEq k] {A : Matrix n n ℝ} (hA : A.PosDef)
    {B : Matrix n k ℝ} (hB : Function.Injective B.mulVec) (f : n → ℝ) :
    IsBestFit A (LinearMap.range B.mulVecLin) f (riFit A B f) := by
  have hadj : ∀ (c : k → ℝ) (w : n → ℝ), (B *ᵥ c) ⬝ᵥ w = c ⬝ᵥ Bᵀ *ᵥ w := by
    intro c w
    rw [dotProduct_mulVec, vecMul_transpose]
  have hG : ∀ e : k → ℝ, Bᵀ *ᵥ (A *ᵥ (B *ᵥ e)) = (Bᵀ * A * B) *ᵥ e := by
    intro e
    simp only [mulVec_mulVec, Matrix.mul_assoc]
  -- the Gram matrix of the auxiliary functions is invertible
  have hinj : Function.Injective (Bᵀ * A * B).mulVec := by
    intro c d hcd
    by_contra hne
    have h1 : B *ᵥ (c - d) ≠ 0 := by
      rw [mulVec_sub]
      exact sub_ne_zero.2 (fun h => hne (hB h))
    have h2 : (Bᵀ * A * B) *ᵥ (c - d) = 0 := by
      rw [mulVec_sub]
      exact sub_eq_zero.2 hcd
    have h3 := normSq_pos hA h1
    rw [metricNormSq, metricInner, hadj, hG, h2, dotProduct_zero] at h3
    exact lt_irrefl _ h3
  have hdet : IsUnit (Bᵀ * A * B).det :=
    (isUnit_iff_isUnit_det _).1 (mulVec_injective_iff_isUnit.1 hinj)
  have hsolve : ∀ w : k → ℝ, (Bᵀ * A * B) *ᵥ ((Bᵀ * A * B)⁻¹ *ᵥ w) = w := by
    intro w
    rw [mulVec_mulVec, mul_nonsing_inv _ hdet, one_mulVec]
  rw [isBestFit_iff_orthogonal hA]
  refine ⟨⟨(Bᵀ * A * B)⁻¹ *ᵥ (Bᵀ *ᵥ (A *ᵥ f)), rfl⟩, ?_⟩
  rintro s ⟨c, rfl⟩
  rw [mulVecLin_apply, metricInner, hadj, riFit, mulVec_sub, mulVec_sub, hG, hsolve,
    sub_self, dotProduct_zero]
```

In a calculation the vector $f$ need not be stored. With $P,Q$ labelling auxiliary functions, $B^{\mathsf T}Af$ is the list of three-centre integrals $(P|A|ij)$, and $G$ is the matrix of two-centre integrals $(P|A|Q)$. The fit coefficients $c_{ij}$ solve $Gc_{ij}=B^{\mathsf T}Af$, and four-centre Coulomb integrals between the pairs $ij$ and $i'j'$ can be approximated by $c_{ij}^{\mathsf T}(B^{\mathsf T}VB)\,c_{i'j'}$. With localised orbitals and auxiliary functions and a short-ranged $M$, the three-centre integrals are negligible when $P$ is far from the pair. This description of practice is context and is not part of any theorem here.

## A strict gap in two dimensions

Take $V=\begin{pmatrix}2&1\\1&2\end{pmatrix}$, $M=1$, $S$ spanned by $(1,0)$, and $f=(0,1)$, with components labelled $0$ and $1$. Positivity of $V$ follows from $x^{\mathsf T}Vx=x_0^2+x_1^2+(x_0+x_1)^2$: if this is not positive, `nlinarith` obtains $x_0=x_1=0$. For $f_V=(\tfrac12,0)$ the residual is $r=(-\tfrac12,1)$ and $Vr=(0,\tfrac32)$, whose component $0$ vanishes, so $r$ is $V$-orthogonal to $S$ and $r^{\mathsf T}Vr=\tfrac32$. In the metric $M=1$ the vector $f$ is already orthogonal to $S$, so $f_M=0$ and the squared Coulomb error is $V_{11}=2$. The difference $\tfrac12$ is $\lVert f_V-f_M\rVert_V^2=2\cdot\tfrac14$. Since $\lVert f\rVert_V^2=2$, the squared errors divided by the squared Coulomb norm of $f$ are $\tfrac34$ and $1$.

```lean
/-- For the model Coulomb metric, the identity as local metric, `S` spanned by `(1, 0)` and
`f = (0, 1)`, the fits are `(1/2, 0)` and `0`, with squared Coulomb errors `3/2` and `2`. -/
theorem strict_gap_witness :
    toyCoulomb.PosDef ∧ (1 : Matrix (Fin 2) (Fin 2) ℝ).PosDef ∧
    IsBestFit toyCoulomb (Submodule.span ℝ {![1, 0]}) ![0, 1] ![1 / 2, 0] ∧
    IsBestFit 1 (Submodule.span ℝ {![1, 0]}) ![0, 1] 0 ∧
    metricNormSq toyCoulomb (![0, 1] - ![1 / 2, 0]) = 3 / 2 ∧
    metricNormSq toyCoulomb (![0, 1] - 0) = 2 := by
  have hV : toyCoulomb.PosDef := by
    rw [posDef_iff_dotProduct_mulVec]
    constructor
    · show toyCoulombᴴ = toyCoulomb
      ext i j
      fin_cases i <;> fin_cases j <;> simp [toyCoulomb, conjTranspose_apply]
    · intro x hx
      have e : star x ⬝ᵥ toyCoulomb *ᵥ x = x 0 ^ 2 + x 1 ^ 2 + (x 0 + x 1) ^ 2 := by
        simp [toyCoulomb, dotProduct, mulVec, Fin.sum_univ_two]
        ring
      rw [e]
      by_contra hle
      have hle' := not_lt.1 hle
      have h0 : x 0 = 0 := by nlinarith [sq_nonneg (x 1), sq_nonneg (x 0 + x 1)]
      have h1 : x 1 = 0 := by nlinarith [sq_nonneg (x 0), sq_nonneg (x 0 + x 1)]
      apply hx
      ext i
      fin_cases i
      · exact h0
      · exact h1
  refine ⟨hV, PosDef.one, ?_, ?_, ?_, ?_⟩
  · rw [isBestFit_iff_orthogonal hV]
    refine ⟨Submodule.mem_span_singleton.2 ⟨1 / 2, ?_⟩, fun s hs => ?_⟩
    · ext i
      fin_cases i <;> simp
    · obtain ⟨a, rfl⟩ := Submodule.mem_span_singleton.1 hs
      norm_num [metricInner, toyCoulomb, dotProduct, mulVec, Fin.sum_univ_two]
  · rw [isBestFit_iff_orthogonal PosDef.one]
    refine ⟨Submodule.zero_mem _, fun s hs => ?_⟩
    obtain ⟨a, rfl⟩ := Submodule.mem_span_singleton.1 hs
    rw [metricInner, one_mulVec]
    simp [dotProduct, Fin.sum_univ_two]
  · norm_num [metricNormSq, metricInner, toyCoulomb, dotProduct, mulVec, Fin.sum_univ_two]
  · norm_num [metricNormSq, metricInner, toyCoulomb, dotProduct, mulVec, Fin.sum_univ_two]

end

end LocalMetricDensityFitting
```

```lean
#print axioms LocalMetricDensityFitting.local_fit_vs_coulomb_fit
#print axioms LocalMetricDensityFitting.riFit_isBestFit
```

```
'LocalMetricDensityFitting.local_fit_vs_coulomb_fit' depends on axioms: [propext, Classical.choice, Quot.sound]
'LocalMetricDensityFitting.riFit_isBestFit' depends on axioms: [propext, Classical.choice, Quot.sound]
```
